# Zero covariance of commuting observables does not imply independence: $A=\mathrm{diag}(1,0,-1)$, $B=A^2$

Before I can ask this precisely I have to decide what "independent" means for two observables in a quantum state, and I would like to avoid building a probability space. My proposal is to require, for commuting $A$ and $B$, that every mixed moment factorises, $\langle A^jB^k\rangle=\langle A^j\rangle\langle B^k\rangle$ for all natural numbers $j,k$. I believe that zero covariance is strictly weaker. With $A=\mathrm{diag}(1,0,-1)$, $B=A^2$ and $\psi=(1,1,1)/\sqrt3$ I find $\mathrm{Cov}(A,B)=0$, but $\langle A^2B\rangle=2/3$ against $\langle A^2\rangle\langle B\rangle=4/9$. Can this be made rigorous and checked in Lean, preferably with a general statement behind the example and a case in which zero covariance does suffice?

## Moments, a sign-flipping symmetry, and the three-level example

Your definition works for this purpose. If the joint Born-rule distribution of two commuting Hermitian matrices is a product, all mixed moments factorise, so one failing moment rules out independence in the probabilistic sense as well. That link to outcome distributions is an argument in words only, since the Lean file speaks of moments throughout.

Let $\psi$ be a complex column vector, $\langle X\rangle=\psi^\dagger X\psi$ for a square matrix $X$, and $\mathrm{Cov}(A,B)=\langle\tfrac12(AB+BA)\rangle-\langle A\rangle\langle B\rangle$. If $AB=BA$, this is $\langle AB\rangle-\langle A\rangle\langle B\rangle$, so the case $j=k=1$ of factorisation gives zero covariance.

Now let $U$ be a matrix with $U^\dagger U=1$ and $UA=-AU$, and suppose $U\psi=c\psi$ for a complex number $c$. Physically, $U$ is a symmetry operation that reverses the sign of $A$, and the state is unchanged by it up to a factor. Then $UA^2=-AUA=A^2U$, so $U$ commutes with $Y=(A^2)^k$. For the odd power $X=A^{2k+1}=YA$,
$$U^\dagger XU=U^\dagger Y(AU)=-U^\dagger YUA=-U^\dagger UYA=-X .$$
The number $(U\psi)^\dagger X(U\psi)$ equals $|c|^2\langle X\rangle$ and also $\langle U^\dagger XU\rangle=-\langle X\rangle$. Hence $(1+|c|^2)\langle X\rangle=0$, and every odd moment of $A$ vanishes. In particular $\mathrm{Cov}(A,A^2)=\langle A^3\rangle-\langle A\rangle\langle A^2\rangle=0$.

Next take $B$ Hermitian, $\psi^\dagger\psi=1$ and $b=\langle B\rangle$. Using $(B\psi)^\dagger=\psi^\dagger B$,
$$\|B\psi-b\psi\|^2=\langle BB\rangle-b\,b-\bar b\,b+\bar b\,b=\langle BB\rangle-b^2 .$$
So $\langle BB\rangle=\langle B\rangle^2$ exactly when $B\psi=\langle B\rangle\psi$. Apply this to $B=A^2$ with $A$ Hermitian. If $\psi$ is not an eigenvector of $A^2$, meaning that $A^2$ has no sharp value in the state, then $\langle A^2A^2\rangle\neq\langle A^2\rangle\langle A^2\rangle$, and the moment with $j=2$, $k=1$ does not factorise.

In your example, number the levels $0,1,2$. All components of $\psi$ are $1/\sqrt3$, so $\langle X\rangle=\tfrac13\sum_{i,j}X_{ij}$ with $i,j$ running over the levels. With $B=\mathrm{diag}(1,0,1)$ one has $AB=A$, $BB=B$, $\langle A\rangle=0$ and $\langle B\rangle=2/3$. Therefore $\mathrm{Cov}(A,B)=\langle A\rangle-\langle A\rangle\langle B\rangle=0$, $\langle A^2B\rangle=\langle B\rangle=2/3$ and $\langle A^2\rangle\langle B\rangle=4/9$. The exchange of levels $0$ and $2$ serves as $U$, with $c=1$.

Zero covariance does suffice for commuting matrices $P,Q$ with $P^2=P$ and $Q^2=Q$, which represent yes/no questions when they are Hermitian, in a normalised state. Every positive power of $P$ is $P$, and likewise for $Q$. With $j,k\ge1$ the condition is $\langle PQ\rangle=\langle P\rangle\langle Q\rangle$, and with $j=0$ or $k=0$ it follows from $\langle 1\rangle=1$.

For a single spin 1, with the levels $0,1,2$ read as $m=1,0,-1$, $A$ and $B$ are $S_z$ and $S_z^2$ in units $\hbar=1$. In the state $(1,1,1)/\sqrt3$ their covariance vanishes although the outcome of $B$ is fixed by that of $A$. This depends on the state: in $(1,1,0)/\sqrt2$ the covariance is $1/2-1/4=1/4$. The idempotent case applies to the occupation numbers of two orthonormal spin orbitals, in a finite basis and a normalised pure state.

## The Lean file

```lean
import Mathlib

open Matrix
open scoped ComplexOrder

namespace ZeroCovariance

noncomputable section

variable {n : Type*} [Fintype n] [DecidableEq n]

/-- Expectation value `⟨A⟩ = ψ† A ψ` of the matrix `A` in the state vector `ψ`. -/
def expect (ψ : n → ℂ) (A : Matrix n n ℂ) : ℂ := star ψ ⬝ᵥ A *ᵥ ψ

/-- Symmetrised covariance `⟨(AB + BA)/2⟩ - ⟨A⟩⟨B⟩` in the state `ψ`. -/
def cov (ψ : n → ℂ) (A B : Matrix n n ℂ) : ℂ :=
  expect ψ ((1 / 2 : ℂ) • (A * B + B * A)) - expect ψ A * expect ψ B

/-- Independence at the level of moments: `⟨A^j B^k⟩ = ⟨A^j⟩⟨B^k⟩` for all `j` and `k`. -/
def MomentIndep (ψ : n → ℂ) (A B : Matrix n n ℂ) : Prop :=
  ∀ j k : ℕ, expect ψ (A ^ j * B ^ k) = expect ψ (A ^ j) * expect ψ (B ^ k)

omit [DecidableEq n] in
/-- For commuting `A` and `B` the covariance is `⟨AB⟩ - ⟨A⟩⟨B⟩`. -/
theorem cov_of_commute (ψ : n → ℂ) {A B : Matrix n n ℂ} (h : Commute A B) :
    cov ψ A B = expect ψ (A * B) - expect ψ A * expect ψ B := by
  have e : (1 / 2 : ℂ) • (A * B + B * A) = A * B := by
    rw [← h.eq]; module
  unfold cov
  rw [e]

/-- Commuting `A` and `B` whose mixed moments all factorise have zero covariance. -/
theorem cov_eq_zero_of_momentIndep {ψ : n → ℂ} {A B : Matrix n n ℂ} (h : Commute A B)
    (hI : MomentIndep ψ A B) : cov ψ A B = 0 := by
  have h11 := hI 1 1
  simp only [pow_one] at h11
  rw [cov_of_commute ψ h, h11, sub_self]

/-- If a unitary `U` anticommutes with `A` and `U ψ = c ψ`, every odd moment of `A` in `ψ`
vanishes. -/
theorem odd_moment_eq_zero {ψ : n → ℂ} {A U : Matrix n n ℂ} {c : ℂ} (hU : Uᴴ * U = 1)
    (h : U * A = -(A * U)) (hψ : U *ᵥ ψ = c • ψ) (k : ℕ) :
    expect ψ (A ^ (2 * k + 1)) = 0 := by
  -- `U` commutes with `A²`, hence anticommutes with odd powers
  have hc : Commute U (A * A) := by
    show U * (A * A) = A * A * U
    calc U * (A * A) = (U * A) * A := by noncomm_ring
      _ = -(A * U) * A := by rw [h]
      _ = A * -(U * A) := by noncomm_ring
      _ = A * -(-(A * U)) := by rw [h]
      _ = A * A * U := by noncomm_ring
  have hp : A ^ (2 * k + 1) = (A * A) ^ k * A := by rw [pow_succ, pow_mul, pow_two]
  have hk := (hc.pow_right k).eq
  rw [hp]
  generalize (A * A) ^ k = Y at hk ⊢
  have hconj : Uᴴ * (Y * A) * U = -(Y * A) := by
    calc Uᴴ * (Y * A) * U = -(Uᴴ * Y * -(A * U)) := by noncomm_ring
      _ = -(Uᴴ * Y * (U * A)) := by rw [← h]
      _ = -(Uᴴ * (Y * U) * A) := by noncomm_ring
      _ = -(Uᴴ * (U * Y) * A) := by rw [← hk]
      _ = -((Uᴴ * U) * (Y * A)) := by noncomm_ring
      _ = -(Y * A) := by rw [hU, one_mul]
  generalize Y * A = X at hconj ⊢
  -- evaluate the expectation value in the state `U ψ` in two ways
  have e1 : expect (U *ᵥ ψ) X = expect ψ (Uᴴ * X * U) := by
    unfold expect
    rw [star_mulVec, ← dotProduct_mulVec]
    simp only [mulVec_mulVec, Matrix.mul_assoc]
  have e2 : expect (c • ψ) X = star c * c * expect ψ X := by
    simp only [expect, star_smul, mulVec_smul, smul_dotProduct, dotProduct_smul, smul_eq_mul]
    ring
  have e3 : expect ψ (-X) = -expect ψ X := by
    simp only [expect, neg_mulVec, dotProduct_neg]
  have e4 : star c * c = (Complex.normSq c : ℂ) := Complex.normSq_eq_conj_mul_self.symm
  rw [hψ, hconj, e2, e3, e4] at e1
  have hpos : (0 : ℝ) < 1 + Complex.normSq c := by
    have := Complex.normSq_nonneg c
    linarith
  have hne : (1 + (Complex.normSq c : ℂ)) ≠ 0 := by exact_mod_cast hpos.ne'
  have e5 : (1 + (Complex.normSq c : ℂ)) * expect ψ X = 0 := by linear_combination e1
  exact (mul_eq_zero.mp e5).resolve_left hne

omit [DecidableEq n] in
/-- For Hermitian `B` and normalised `ψ`, `⟨BB⟩ = ⟨B⟩⟨B⟩` holds exactly when `B ψ = ⟨B⟩ ψ`. -/
theorem factorises_iff_eigen {ψ : n → ℂ} {B : Matrix n n ℂ} (hB : B.IsHermitian)
    (hn : star ψ ⬝ᵥ ψ = 1) :
    expect ψ (B * B) = expect ψ B * expect ψ B ↔ B *ᵥ ψ = expect ψ B • ψ := by
  have h1 : star (B *ᵥ ψ) ⬝ᵥ B *ᵥ ψ = expect ψ (B * B) := by
    unfold expect
    rw [star_mulVec, hB.eq, ← dotProduct_mulVec, mulVec_mulVec]
  have h2 : star (B *ᵥ ψ) ⬝ᵥ ψ = expect ψ B := by
    unfold expect
    rw [star_mulVec, hB.eq, ← dotProduct_mulVec]
  have h3 : star ψ ⬝ᵥ B *ᵥ ψ = expect ψ B := rfl
  -- the variance is the squared norm of the residual `B ψ - ⟨B⟩ ψ`
  have key : star (B *ᵥ ψ - expect ψ B • ψ) ⬝ᵥ (B *ᵥ ψ - expect ψ B • ψ)
      = expect ψ (B * B) - expect ψ B * expect ψ B := by
    simp only [star_sub, star_smul, sub_dotProduct, dotProduct_sub, smul_dotProduct,
      dotProduct_smul, smul_eq_mul, h1, h2, h3, hn]
    ring
  constructor
  · intro h
    rw [h, sub_self] at key
    exact sub_eq_zero.mp (dotProduct_star_self_eq_zero.mp key)
  · intro h
    rw [sub_eq_zero.mpr h, dotProduct_zero] at key
    exact sub_eq_zero.mp key.symm

/-- Let `A` be Hermitian, `U` a unitary anticommuting with `A`, and `ψ` normalised with
`U ψ = c ψ` but not an eigenvector of `A²`. Then `Cov(A, A²) = 0`, yet
`⟨A² A²⟩ ≠ ⟨A²⟩⟨A²⟩` and the mixed moments of `A` and `A²` do not factorise. -/
theorem uncorrelated_not_independent {ψ : n → ℂ} {A U : Matrix n n ℂ} {c : ℂ}
    (hA : A.IsHermitian) (hn : star ψ ⬝ᵥ ψ = 1) (hU : Uᴴ * U = 1) (h : U * A = -(A * U))
    (hψ : U *ᵥ ψ = c • ψ) (hne : ∀ μ : ℂ, (A ^ 2) *ᵥ ψ ≠ μ • ψ) :
    cov ψ A (A ^ 2) = 0 ∧ expect ψ (A ^ 2 * A ^ 2) ≠ expect ψ (A ^ 2) * expect ψ (A ^ 2) ∧
      ¬ MomentIndep ψ A (A ^ 2) := by
  have h1 : expect ψ A = 0 := by simpa using odd_moment_eq_zero hU h hψ 0
  have h3 : expect ψ (A * A ^ 2) = 0 := by
    rw [← pow_succ']; exact odd_moment_eq_zero hU h hψ 1
  have hB : (A ^ 2).IsHermitian := by
    show (A ^ 2)ᴴ = A ^ 2
    rw [conjTranspose_pow, hA.eq]
  have h4 : expect ψ (A ^ 2 * A ^ 2) ≠ expect ψ (A ^ 2) * expect ψ (A ^ 2) :=
    fun e => hne _ ((factorises_iff_eigen hB hn).mp e)
  refine ⟨?_, h4, fun hI => h4 ?_⟩
  · rw [cov_of_commute ψ (Commute.self_pow A 2), h1, h3, zero_mul, sub_zero]
  · simpa only [pow_one] using hI 2 1

/-- For commuting idempotents `P`, `Q` and a normalised state, zero covariance is equivalent
to the factorisation of all mixed moments. -/
theorem idempotent_cov_eq_zero_iff {ψ : n → ℂ} {P Q : Matrix n n ℂ} (hn : star ψ ⬝ᵥ ψ = 1)
    (hP : P * P = P) (hQ : Q * Q = Q) (h : Commute P Q) :
    cov ψ P Q = 0 ↔ MomentIndep ψ P Q := by
  refine ⟨fun h0 j k => ?_, cov_eq_zero_of_momentIndep h⟩
  have hPQ : expect ψ (P * Q) = expect ψ P * expect ψ Q := by
    rw [cov_of_commute ψ h] at h0
    exact sub_eq_zero.mp h0
  have h1 : expect ψ (1 : Matrix n n ℂ) = 1 := by
    unfold expect
    rw [one_mulVec, hn]
  -- every positive power of an idempotent is the idempotent itself
  have hp : ∀ X : Matrix n n ℂ, X * X = X → ∀ m : ℕ, X ^ (m + 1) = X := by
    intro X hX m
    induction m with
    | zero => simp
    | succ m ih => rw [pow_succ, ih, hX]
  rcases j with _ | j <;> rcases k with _ | k <;>
    simp only [pow_zero, hp P hP, hp Q hQ, one_mul, mul_one, h1, hPQ]

/-- The three-level observable `A = diag(1, 0, -1)`. -/
def obsA : Matrix (Fin 3) (Fin 3) ℂ := !![1, 0, 0; 0, 0, 0; 0, 0, -1]

/-- The observable `B = A²`. -/
def obsB : Matrix (Fin 3) (Fin 3) ℂ := obsA ^ 2

/-- The state `ψ = (1, 1, 1)/√3`. -/
def psi : Fin 3 → ℂ := fun _ => (((Real.sqrt 3)⁻¹ : ℝ) : ℂ)

/-- The permutation matrix exchanging the first and the third level. -/
def swap13 : Matrix (Fin 3) (Fin 3) ℂ := !![0, 0, 1; 0, 1, 0; 1, 0, 0]

/-- The state `(1,1,1)/√3` is normalised, and in it `⟨X⟩` is a third of the sum of all
entries of `X`. -/
theorem expect_psi : star psi ⬝ᵥ psi = 1 ∧
    ∀ X : Matrix (Fin 3) (Fin 3) ℂ, expect psi X = (∑ i, ∑ j, X i j) / 3 := by
  have hr : (Real.sqrt 3)⁻¹ * (Real.sqrt 3)⁻¹ = 1 / 3 := by
    rw [← mul_inv, Real.mul_self_sqrt (by norm_num)]; norm_num
  have hs : (((Real.sqrt 3)⁻¹ : ℝ) : ℂ) * (((Real.sqrt 3)⁻¹ : ℝ) : ℂ) = 1 / 3 := by
    rw [← Complex.ofReal_mul, hr]; norm_num
  refine ⟨?_, fun X => ?_⟩
  · simp only [psi, dotProduct, Fin.sum_univ_three, Pi.star_apply, Complex.star_def,
      Complex.conj_ofReal]
    linear_combination 3 * hs
  · simp only [expect, psi, dotProduct, mulVec, Fin.sum_univ_three, Pi.star_apply,
      Complex.star_def, Complex.conj_ofReal]
    linear_combination
      (X 0 0 + X 0 1 + X 0 2 + X 1 0 + X 1 1 + X 1 2 + X 2 0 + X 2 1 + X 2 2) * hs

/-- For `A = diag(1,0,-1)`, `B = A²` and `ψ = (1,1,1)/√3`: `A` and `B` are commuting Hermitian
matrices with `Cov(A,B) = 0`, but `⟨A²B⟩ = 2/3` differs from `⟨A²⟩⟨B⟩ = 4/9`, and the mixed
moments do not factorise. -/
theorem counterexample : obsA.IsHermitian ∧ obsB.IsHermitian ∧ Commute obsA obsB ∧
    star psi ⬝ᵥ psi = 1 ∧ cov psi obsA obsB = 0 ∧ expect psi (obsA ^ 2 * obsB) = 2 / 3 ∧
    expect psi (obsA ^ 2) * expect psi obsB = 4 / 9 ∧
    expect psi (obsA ^ 2 * obsB) ≠ expect psi (obsA ^ 2) * expect psi obsB ∧
    ¬ MomentIndep psi obsA obsB := by
  obtain ⟨hn, hX⟩ := expect_psi
  have h2 : obsA ^ 2 = obsB := rfl
  have hA : obsAᴴ = obsA := by
    ext i j; fin_cases i <;> fin_cases j <;> simp [obsA, conjTranspose_apply]
  have hBh : obsBᴴ = obsB := by rw [← h2, conjTranspose_pow, hA]
  have hc : Commute obsA obsB := Commute.self_pow obsA 2
  have hB : obsB = !![1, 0, 0; 0, 0, 0; 0, 0, 1] := by
    ext i j
    fin_cases i <;> fin_cases j <;> simp [obsB, obsA, pow_two, mul_apply, Fin.sum_univ_succ]
  have hAB : obsA * obsB = obsA := by
    rw [hB]; ext i j
    fin_cases i <;> fin_cases j <;> simp [obsA, mul_apply, Fin.sum_univ_succ]
  have hBB : obsB * obsB = obsB := by
    rw [hB]; ext i j
    fin_cases i <;> fin_cases j <;> simp [mul_apply, Fin.sum_univ_succ]
  have eA : expect psi obsA = 0 := by
    rw [hX]; simp [obsA, Fin.sum_univ_succ]
  have eB : expect psi obsB = 2 / 3 := by
    rw [hX, hB]
    simp [Fin.sum_univ_succ]
    norm_num
  have hne : expect psi (obsA ^ 2 * obsB) ≠ expect psi (obsA ^ 2) * expect psi obsB := by
    rw [h2, hBB, eB]; norm_num
  refine ⟨hA, hBh, hc, hn, ?_, ?_, ?_, hne, fun hI => hne ?_⟩
  · rw [cov_of_commute psi hc, hAB, eA, zero_mul, sub_zero]
  · rw [h2, hBB, eB]
  · rw [h2, eB]; norm_num
  · simpa only [pow_one] using hI 2 1

/-- The exchange of levels 0 and 2 is unitary, anticommutes with `diag(1,0,-1)` and fixes
`(1,1,1)/√3`, which is not an eigenvector of `A²`. -/
theorem uncorrelated_not_independent_witness : swap13ᴴ * swap13 = 1 ∧
    swap13 * obsA = -(obsA * swap13) ∧ swap13 *ᵥ psi = (1 : ℂ) • psi ∧
    ∀ μ : ℂ, (obsA ^ 2) *ᵥ psi ≠ μ • psi := by
  obtain ⟨-, hB, -, hn, -, -, -, hne, -⟩ := counterexample
  refine ⟨?_, ?_, ?_, fun μ h => ?_⟩
  · ext i j
    fin_cases i <;> fin_cases j <;>
      simp [swap13, mul_apply, Fin.sum_univ_succ, conjTranspose_apply, one_apply]
  · ext i j
    fin_cases i <;> fin_cases j <;> simp [swap13, obsA, mul_apply, Fin.sum_univ_succ]
  · ext i
    fin_cases i <;> simp [swap13, psi, mulVec, dotProduct, Fin.sum_univ_succ]
  · have h' : obsB *ᵥ psi = μ • psi := h
    have hμ : expect psi obsB = μ := by
      unfold expect
      rw [h', dotProduct_smul, hn, smul_eq_mul, mul_one]
    exact hne ((factorises_iff_eigen hB hn).mpr (by rw [hμ]; exact h'))

/-- The four-level matrix `diag(1,1,0,0)`. -/
def projP : Matrix (Fin 4) (Fin 4) ℂ := diagonal ![1, 1, 0, 0]

/-- The four-level matrix `diag(1,0,1,0)`. -/
def projQ : Matrix (Fin 4) (Fin 4) ℂ := diagonal ![1, 0, 1, 0]

/-- The state `(1,1,1,1)/2`. -/
def chi : Fin 4 → ℂ := fun _ => 1 / 2

/-- `diag(1,1,0,0)` and `diag(1,0,1,0)` are commuting idempotents; in the normalised state
`(1,1,1,1)/2` both have expectation value `1/2` and their covariance vanishes. -/
theorem idempotent_cov_eq_zero_iff_witness : star chi ⬝ᵥ chi = 1 ∧ projP * projP = projP ∧
    projQ * projQ = projQ ∧ Commute projP projQ ∧ expect chi projP = 1 / 2 ∧
    expect chi projQ = 1 / 2 ∧ cov chi projP projQ = 0 := by
  have hc : Commute projP projQ := by
    show projP * projQ = projQ * projP
    unfold projP projQ
    rw [diagonal_mul_diagonal, diagonal_mul_diagonal]
    congr 1; ext i; exact mul_comm _ _
  have eP : expect chi projP = 1 / 2 := by
    simp [expect, chi, projP, dotProduct, mulVec_diagonal, Fin.sum_univ_succ]
    norm_num
  have eQ : expect chi projQ = 1 / 2 := by
    simp [expect, chi, projQ, dotProduct, mulVec_diagonal, Fin.sum_univ_succ]
    norm_num
  have ePQ : expect chi (projP * projQ) = 1 / 4 := by
    simp [expect, chi, projP, projQ, dotProduct, diagonal_mul_diagonal, mulVec_diagonal,
      Fin.sum_univ_succ]
    norm_num
  refine ⟨?_, ?_, ?_, hc, eP, eQ, ?_⟩
  · simp [chi, dotProduct]
    norm_num
  · unfold projP
    rw [diagonal_mul_diagonal]; congr 1; ext i; fin_cases i <;> simp
  · unfold projQ
    rw [diagonal_mul_diagonal]; congr 1; ext i; fin_cases i <;> simp
  · rw [cov_of_commute chi hc, ePQ, eP, eQ]; norm_num

end

end ZeroCovariance
```
```lean
#print axioms ZeroCovariance.cov_eq_zero_of_momentIndep
#print axioms ZeroCovariance.uncorrelated_not_independent
#print axioms ZeroCovariance.idempotent_cov_eq_zero_iff
```

```
'ZeroCovariance.cov_eq_zero_of_momentIndep' depends on axioms: [propext, Classical.choice, Quot.sound]
'ZeroCovariance.uncorrelated_not_independent' depends on axioms: [propext, Classical.choice, Quot.sound]
'ZeroCovariance.idempotent_cov_eq_zero_iff' depends on axioms: [propext, Classical.choice, Quot.sound]
```

## What the definitions and theorems say

States are functions `n → ℂ` on a finite index type and observables are of type `Matrix n n ℂ`, so only finite dimension and pure states are covered. `expect ψ A` is `star ψ ⬝ᵥ A *ᵥ ψ`, that is $\psi^\dagger A\psi$ with the conjugate on the left factor. It is complex-valued and is not divided by $\psi^\dagger\psi$, so normalisation enters as the hypothesis `star ψ ⬝ᵥ ψ = 1` where needed. `cov` is the symmetrised covariance. `MomentIndep` is your definition, with the operator order fixed as $A^jB^k$; the theorems use it only for commuting pairs.

`uncorrelated_not_independent` is the general statement. It assumes `hA` ($A$ Hermitian), `hn` (normalisation), `hU`, `h` and `hψ` (the three conditions on $U$) and `hne` ($A^2\psi\neq\mu\psi$ for every complex $\mu$). It concludes that $\mathrm{Cov}(A,A^2)=0$, that $\langle A^2A^2\rangle\neq\langle A^2\rangle\langle A^2\rangle$, and that `MomentIndep ψ A (A ^ 2)` fails. The symmetry is assumed, not derived from a Hamiltonian, and only the pair $(A,A^2)$ is treated.

`counterexample` is your example in full: `obsA` and `obsB` are Hermitian and commute, `psi` is normalised, the covariance is zero, the two numbers are $2/3$ and $4/9$, they differ, and the moments do not factorise. `uncorrelated_not_independent_witness` shows that `swap13`, whose name counts the levels from one while `Fin 3` labels them $0,1,2$, meets the three conditions on $U$ with $c=1$, and that `psi` is not an eigenvector of $A^2$.

`idempotent_cov_eq_zero_iff` needs normalisation, idempotence and commutation, but not Hermiticity. Its four-level example has $P=\mathrm{diag}(1,1,0,0)$, $Q=\mathrm{diag}(1,0,1,0)$ and the normalised state $\chi=(1,1,1,1)/2$, with $\langle P\rangle=\langle Q\rangle=1/2$ and zero covariance.

## How the tactics follow the algebra

`cov_of_commute` replaces $\tfrac12(AB+BA)$ by $AB$, and `cov_eq_zero_of_momentIndep` uses `hI 1 1`.

In `odd_moment_eq_zero`, which needs neither Hermiticity nor normalisation, `hc` and `hk` say that $U$ commutes with $A^2$ and its powers. The `generalize` steps introduce the names `Y` and `X`, and `hconj` is the chain $U^\dagger XU=-X$. The steps `e1`, `e2` and `e3` give the two evaluations of $(U\psi)^\dagger X(U\psi)$, `e5` is $(1+|c|^2)\langle X\rangle=0$, and the nonzero factor is then cancelled.

In `factorises_iff_eigen`, `key` is the expansion of the squared norm. The two terms $\bar b\,b$ cancel under `ring`, so the reality of $\langle B\rangle$ is never needed. The general theorem takes the odd moments with $k=0$ and $k=1$ for the covariance, this equivalence for the inequality `h4`, and `hI 2 1` to refute factorisation.

The explicit case is computed directly. `expect_psi` reduces every appearance of $\sqrt3$ to `hs`, the identity $(\sqrt3)^{-1}(\sqrt3)^{-1}=1/3$. In `counterexample`, `hB`, `hAB` and `hBB` are checked entry by entry, and `eA`, `eB` give $0$ and $2/3$. The witness theorem gets non-eigenvector status by contradiction: $B\psi=\mu\psi$ forces $\langle B\rangle=\mu$, hence $\langle BB\rangle=\langle B\rangle^2$, against $2/3\neq4/9$. For idempotents, `hp` is the induction on powers, and `rcases` splits into the four cases of $j$ and $k$ zero or positive. The four-level example computes $\langle PQ\rangle=1/4$ in `ePQ`.

## Definiteness of the inner product over $\mathbb{C}$

The inequality in the general theorem rests on `dotProduct_star_self_eq_zero`, which says that $v^\dagger v=0$ holds exactly when $v=0$ for a vector $v$. By hand one writes $v^\dagger v=\sum_i|v_i|^2$ and notes that a vanishing sum of non-negative terms has only zero terms. Mathlib's lemma requires scalars that carry a conjugation and a compatible partial order, in which every $\bar z z$ is non-negative, and it also uses that $\bar z z=0$ forces $z=0$, which holds in $\mathbb{C}$. The complex numbers have no order by default. The line `open scoped ComplexOrder` switches on the partial order in which $z\le w$ means that $w-z$ is real and non-negative, and with it the lemma applies to vectors of type `n → ℂ`. The order appears in no statement of the file. It lets `key`, an equation between complex numbers, turn zero variance into $B\psi-\langle B\rangle\psi=0$ without a passage to real parts or to a normed space.
